# A triangular time window keeps a finite-level Lehmann spectrum with positive weights non-negative; a sharp cutoff can make it negative

## Windows, line shapes and the propagator

Units have $\hbar=1$, so energies are angular frequencies. A signal is known at times $0\le t\le T$, and a real window $w(t)$ weights it before the transform to frequency. All quantities are real or complex numbers, and time is continuous.

```lean
import Mathlib

open MeasureTheory

namespace FiniteTimeLehmann

noncomputable section
```

The triangular window is $w(t)=1-t/T$. It is used only on $[0,T]$, so its negative values beyond $T$ play no part.

```lean
/-- The triangular time window, falling linearly from one at time zero to zero at time `T`. -/
def triangularWindow (T t : ℝ) : ℝ := 1 - t / T
```

The sharp cutoff has $w(t)=1$ throughout the record.

```lean
/-- The sharp cutoff: every recorded time has weight one. -/
def sharpWindow (_t : ℝ) : ℝ := 1
```

The line shape at detuning $x$ is

$$L_w(x)=\frac1\pi\int_0^T w(t)\cos(xt)\,dt .$$

```lean
/-- The line shape of a window `w` on `[0, T]` at detuning `x`. -/
def lineShape (w : ℝ → ℝ) (T x : ℝ) : ℝ :=
  (1 / Real.pi) * ∫ t in (0 : ℝ)..T, w t * Real.cos (x * t)
```

The propagator has finitely many levels $n$, with complex transition amplitudes $a_n$ and real excitation energies $E_n$:

$$G(t)=\sum_n |a_n|^2e^{-iE_nt}.$$

The index type `ι` labels the levels. Degeneracies are allowed, and the weights need not sum to one. The amplitudes and energies are given data, not derived from a Hamiltonian. The weights $|a_n|^2$ are never negative, as in an autocorrelation function, and the prefactor $-i$ of a retarded Green's function is left out.

```lean
/-- The propagator in Lehmann form, with transition amplitudes `a n` and
excitation energies `E n`. -/
def propagator {ι : Type*} [Fintype ι] (a : ι → ℂ) (E : ι → ℝ) (t : ℝ) : ℂ :=
  ∑ n, ((‖a n‖ ^ 2 : ℝ) : ℂ) * Complex.exp (-(Complex.I * (E n * t)))
```

The finite-time spectrum at frequency $\omega$ is

$$A_w(\omega)=\frac1\pi\int_0^T w(t)\,\mathrm{Re}\!\left[e^{i\omega t}G(t)\right]dt .$$

```lean
/-- The spectral function at frequency `ω` computed from the signal `G` on `[0, T]`
with window `w`. -/
def spectrum (w : ℝ → ℝ) (T : ℝ) (G : ℝ → ℂ) (ω : ℝ) : ℝ :=
  (1 / Real.pi) * ∫ t in (0 : ℝ)..T, w t * (Complex.exp (Complex.I * (ω * t)) * G t).re
```

## The triangular line shape

For $T>0$ and $x\ne0$, integration by parts gives the antiderivative

$$F(t)=\left(1-\frac tT\right)\frac{\sin(xt)}{x}-\frac{\cos(xt)}{Tx^2}.$$

In $F'(t)$ the two terms $\mp\sin(xt)/(Tx)$ cancel, which leaves $(1-t/T)\cos(xt)$. Hence

$$L_w(x)=\frac{F(T)-F(0)}{\pi}=\frac{1-\cos(xT)}{\pi Tx^2}\ge0,$$

because $\cos(xT)\le1$. In the proof, `key` applies the fundamental theorem of calculus to $F$, `value` simplifies the endpoints, and the last line supplies the sign.

```lean
/-- Off resonance the triangular window has the line shape `(1 - cos (x T)) / (π T x²)`,
which is non-negative. -/
theorem triangular_line {T x : ℝ} (hT : 0 < T) (hx : x ≠ 0) :
    lineShape (triangularWindow T) T x
        = (1 - Real.cos (x * T)) / (Real.pi * T * x ^ 2) ∧
      0 ≤ lineShape (triangularWindow T) T x := by
  have hT' : T ≠ 0 := hT.ne'
  have hpi : Real.pi ≠ 0 := Real.pi_ne_zero
  -- integration by parts, packaged as an explicit antiderivative
  have key : ∫ t in (0 : ℝ)..T, (1 - t / T) * Real.cos (x * t)
      = ((1 - T / T) * (Real.sin (x * T) / x) - Real.cos (x * T) / (T * x ^ 2))
        - ((1 - 0 / T) * (Real.sin (x * 0) / x) - Real.cos (x * 0) / (T * x ^ 2)) := by
    refine intervalIntegral.integral_eq_sub_of_hasDerivAt
      (f := fun t : ℝ => (1 - t / T) * (Real.sin (x * t) / x)
        - Real.cos (x * t) / (T * x ^ 2)) (fun t _ => ?_) ?_
    · have h1 : HasDerivAt (fun s : ℝ => x * s) x t :=
        ((hasDerivAt_id' t).const_mul x).congr_deriv (mul_one x)
      have h2 : HasDerivAt (fun s : ℝ => 1 - s / T) (-(1 / T)) t :=
        ((hasDerivAt_id' t).div_const T).const_sub 1
      refine ((h2.fun_mul (h1.sin.div_const x)).fun_sub
        (h1.cos.div_const (T * x ^ 2))).congr_deriv ?_
      field_simp
      ring
    · exact Continuous.intervalIntegrable (by fun_prop) _ _
  have value : lineShape (triangularWindow T) T x
      = (1 - Real.cos (x * T)) / (Real.pi * T * x ^ 2) := by
    simp only [lineShape, triangularWindow]
    rw [key]
    simp only [div_self hT', mul_zero, Real.sin_zero, Real.cos_zero, sub_self, zero_mul,
      zero_div]
    field_simp
    ring
  refine ⟨value, ?_⟩
  rw [value]
  exact div_nonneg (by linarith [Real.cos_le_one (x * T)]) (by positivity)
```

At $x=0$ the cosine is one, and the integral is the area of a triangle:

$$L_w(0)=\frac1\pi\left[t-\frac{t^2}{2T}\right]_0^T=\frac{T}{2\pi}.$$

It is a mistake to state the off-resonance formula for all $x$. Lean sets division by zero to zero, so at $x=0$ the formula would return $0$ in place of the peak value. The resonant case therefore has its own theorem.

```lean
/-- On resonance the line shape of the triangular window has the value `T / (2π)`. -/
theorem triangular_line_peak {T : ℝ} (hT : 0 < T) :
    lineShape (triangularWindow T) T 0 = T / (2 * Real.pi) := by
  have hT' : T ≠ 0 := hT.ne'
  have hpi : Real.pi ≠ 0 := Real.pi_ne_zero
  have key : ∫ t in (0 : ℝ)..T, (1 - t / T)
      = (T - T * T / (2 * T)) - (0 - 0 * 0 / (2 * T)) := by
    refine intervalIntegral.integral_eq_sub_of_hasDerivAt
      (f := fun t : ℝ => t - t * t / (2 * T)) (fun t _ => ?_) ?_
    · refine ((hasDerivAt_id' t).fun_sub
        (((hasDerivAt_id' t).fun_mul (hasDerivAt_id' t)).div_const (2 * T))).congr_deriv ?_
      field_simp
      ring
    · exact Continuous.intervalIntegrable (by fun_prop) _ _
  simp only [lineShape, triangularWindow, zero_mul, Real.cos_zero, mul_one]
  rw [key]
  field_simp
  ring
```

## The negative lobe of the sharp cutoff

For $x\neq0$, the antiderivative of $\cos(xt)$ is $\sin(xt)/x$, which vanishes at $t=0$. Thus

$$L_1(x)=\frac{\sin(xT)}{\pi x}.$$

```lean
/-- Off resonance the sharp cutoff has the line shape `sin (x T) / (π x)`. -/
theorem sharp_line (T : ℝ) {x : ℝ} (hx : x ≠ 0) :
    lineShape sharpWindow T x = Real.sin (x * T) / (Real.pi * x) := by
  have key : ∫ t in (0 : ℝ)..T, Real.cos (x * t)
      = Real.sin (x * T) / x - Real.sin (x * 0) / x := by
    refine intervalIntegral.integral_eq_sub_of_hasDerivAt
      (f := fun t : ℝ => Real.sin (x * t) / x) (fun t _ => ?_) ?_
    · have h1 : HasDerivAt (fun s : ℝ => x * s) x t :=
        ((hasDerivAt_id' t).const_mul x).congr_deriv (mul_one x)
      exact (h1.sin.div_const x).congr_deriv (mul_div_cancel_right₀ _ hx)
    · exact Continuous.intervalIntegrable (by fun_prop) _ _
  simp only [lineShape, sharpWindow, one_mul]
  rw [key, mul_zero, Real.sin_zero, zero_div, sub_zero, div_mul_div_comm, one_mul]
```

At $x=3\pi/(2T)$ the phase is $xT=\pi/2+\pi$, whose sine is $-1$. For $T>0$,

$$L_1\!\left(\frac{3\pi}{2T}\right)=-\frac{1}{\pi}\,\frac{2T}{3\pi}=-\frac{2T}{3\pi^2}<0 .$$

The proof splits the phase in the same way and uses $\sin(\theta+\pi)=-\sin\theta$.

```lean
/-- At detuning `3π / (2T)` the sharp cutoff has the negative line shape `-2T / (3π²)`. -/
theorem sharp_line_negative {T : ℝ} (hT : 0 < T) :
    lineShape sharpWindow T (3 * Real.pi / (2 * T)) = -(2 * T / (3 * Real.pi ^ 2)) ∧
      lineShape sharpWindow T (3 * Real.pi / (2 * T)) < 0 := by
  have hT' : T ≠ 0 := hT.ne'
  have hp : 0 < Real.pi := Real.pi_pos
  have hx : 3 * Real.pi / (2 * T) ≠ 0 := by positivity
  have phase : 3 * Real.pi / (2 * T) * T = Real.pi / 2 + Real.pi := by
    field_simp
    ring
  have value : lineShape sharpWindow T (3 * Real.pi / (2 * T))
      = -(2 * T / (3 * Real.pi ^ 2)) := by
    rw [sharp_line T hx, phase, Real.sin_add_pi, Real.sin_pi_div_two]
    field_simp
  refine ⟨value, ?_⟩
  rw [value]
  exact neg_lt_zero.mpr (by positivity)
```

## From one line to a spectrum

Multiplying the propagator by $e^{i\omega t}$ gives each level the phase $(\omega-E_n)t$, and the weights $|a_n|^2$ are real, so

$$\mathrm{Re}\!\left[e^{i\omega t}G(t)\right]=\sum_n|a_n|^2\cos\big((\omega-E_n)t\big).$$

Exchanging the finite sum with the integral yields

$$A_w(\omega)=\sum_n|a_n|^2L_w(\omega-E_n).$$

The theorem assumes a continuous window, which makes every term integrable. The step `point` is the identity for the integrand; the remaining lines exchange sum and integral and take out the constants.

```lean
/-- The finite-time spectrum of a Lehmann propagator is a sum of window line shapes centred
at the excitation energies and weighted by the squared amplitudes. -/
theorem spectrum_eq_sum {ι : Type*} [Fintype ι] (a : ι → ℂ) (E : ι → ℝ)
    {w : ℝ → ℝ} (hw : Continuous w) (T ω : ℝ) :
    spectrum w T (propagator a E) ω = ∑ n, ‖a n‖ ^ 2 * lineShape w T (ω - E n) := by
  -- each level contributes an oscillation at its detuning
  have point : ∀ t : ℝ,
      w t * (Complex.exp (Complex.I * (ω * t)) * propagator a E t).re
        = ∑ n, ‖a n‖ ^ 2 * (w t * Real.cos ((ω - E n) * t)) := by
    intro t
    rw [propagator, Finset.mul_sum, Complex.re_sum, Finset.mul_sum]
    refine Finset.sum_congr rfl fun n _ => ?_
    have phase : Complex.I * (ω * t) + -(Complex.I * (E n * t))
        = (((ω - E n) * t : ℝ) : ℂ) * Complex.I := by
      push_cast
      ring
    rw [mul_left_comm, ← Complex.exp_add, phase, Complex.re_ofReal_mul,
      Complex.exp_ofReal_mul_I_re]
    ring
  simp only [spectrum, lineShape, point]
  rw [intervalIntegral.integral_finsetSum
    (fun n _ => Continuous.intervalIntegrable (by fun_prop) _ _), Finset.mul_sum]
  refine Finset.sum_congr rfl fun n _ => ?_
  rw [intervalIntegral.integral_const_mul]
  ring
```

For the triangular window with $T>0$, every term of this sum is non-negative, on resonance and off it, so $A_w(\omega)\ge0$ at every frequency. At $\omega=E_m$ the term $n=m$ contributes $|a_m|^2T/(2\pi)$ and no other term lowers the total:

$$A_w(E_m)\ge|a_m|^2\frac{T}{2\pi}.$$

In the proof, `line` joins the two cases of the line shape, `term` adds the weights, and `Finset.single_le_sum` keeps the resonant term alone.

```lean
/-- With the triangular window the finite-time spectrum of a Lehmann propagator is
non-negative at every frequency, and at each level `E m` it is at least `|a m|² T / (2π)`. -/
theorem triangular_spectrum_nonneg {ι : Type*} [Fintype ι] (a : ι → ℂ) (E : ι → ℝ)
    {T : ℝ} (hT : 0 < T) :
    (∀ ω, 0 ≤ spectrum (triangularWindow T) T (propagator a E) ω) ∧
      ∀ m, ‖a m‖ ^ 2 * (T / (2 * Real.pi))
        ≤ spectrum (triangularWindow T) T (propagator a E) (E m) := by
  have hw : Continuous (triangularWindow T) := by
    unfold triangularWindow
    fun_prop
  have line : ∀ x, 0 ≤ lineShape (triangularWindow T) T x := by
    intro x
    by_cases hx : x = 0
    · rw [hx, triangular_line_peak hT]
      have := Real.pi_pos
      positivity
    · exact (triangular_line hT hx).2
  have term : ∀ ω n, 0 ≤ ‖a n‖ ^ 2 * lineShape (triangularWindow T) T (ω - E n) :=
    fun ω n => mul_nonneg (sq_nonneg _) (line _)
  refine ⟨fun ω => ?_, fun m => ?_⟩
  · rw [spectrum_eq_sum a E hw]
    exact Finset.sum_nonneg fun n _ => term ω n
  · -- the resonant term alone is a lower bound, since no other term is negative
    rw [spectrum_eq_sum a E hw, ← triangular_line_peak hT, ← sub_self (E m)]
    exact Finset.single_le_sum
      (f := fun n => ‖a n‖ ^ 2 * lineShape (triangularWindow T) T (E m - E n))
      (fun n _ => term (E m) n) (Finset.mem_univ m)
```

With the sharp cutoff, one level suffices for a negative value. If $a\ne0$ and $T>0$, then

$$A_1\!\left(E+\frac{3\pi}{2T}\right)=|a|^2L_1\!\left(\frac{3\pi}{2T}\right)=-|a|^2\frac{2T}{3\pi^2}<0 .$$

The theorem records the sign. The one-element type `Unit` labels the level, and the sum reduces to its single term.

```lean
/-- With the sharp cutoff, a single level of non-zero amplitude has a negative finite-time
spectrum at the frequency `3π / (2T)` above its energy. -/
theorem sharp_spectrum_negative {a : ℂ} (ha : a ≠ 0) (E : ℝ) {T : ℝ} (hT : 0 < T) :
    spectrum sharpWindow T (propagator (fun _ : Unit => a) (fun _ => E))
      (E + 3 * Real.pi / (2 * T)) < 0 := by
  have hw : Continuous sharpWindow := by
    unfold sharpWindow
    fun_prop
  rw [spectrum_eq_sum _ _ hw, Fintype.sum_unique, add_sub_cancel_left]
  exact mul_neg_of_pos_of_neg (pow_pos (norm_pos_iff.mpr ha) 2) (sharp_line_negative hT).2

end

end FiniteTimeLehmann
```

For spectra computed from an autocorrelation function propagated in real time, this means that a negative intensity can come from the cutoff alone, even when the signal is exact, noiseless and built from finitely many undamped levels. Sampling on a time grid and errors in the propagation are not part of the model. The linear dipole response of a ground state to a weak kick, measured along the kick, is a sum of sines and not of the form $G(t)$, so the non-negativity theorem does not cover it.

```lean
#print axioms FiniteTimeLehmann.triangular_spectrum_nonneg
#print axioms FiniteTimeLehmann.sharp_spectrum_negative
```

```
'FiniteTimeLehmann.triangular_spectrum_nonneg' depends on axioms: [propext, Classical.choice, Quot.sound]
'FiniteTimeLehmann.sharp_spectrum_negative' depends on axioms: [propext, Classical.choice, Quot.sound]
```
